# For box disorder and real D > w > 0, the coherent potential lies strictly above w²/(3D)

## An estimate with an unknown error

Weak-disorder calculations often replace the effective potential of a random site by its second-order value. Taken alone, that value does not say whether it is too large or too small, or by how much. Here it is compared with the coherent potential, the effective potential of a single-site approximation. The site energies are spread uniformly over an interval centred at zero, and the inverse Green function $D$ of a site without its own energy is a given real number above that interval. The second-order value is then always too small, and a simple rational function bounds the error.

## A random site in an effective medium

Non-interacting electrons move through a crystal whose site energy $v$ is random, uniform on $[-w,w]$. Its mean is zero and its variance is $w^2/3$. Note that $w$ is the half-width of the box.

The coupling of one site to its surroundings enters through a number $D$, the inverse of the site's Green function when its own energy is set to zero. The letter stands for neither a bandwidth nor a density of states. With energy $v$ on the site, the Green function is $1/(D-v)$. A real $D$ belongs to an energy outside the spectrum of the medium, and $D>w$ keeps the resolvent finite and positive for every $v$ in the box.

The coherent potential approximation (CPA) replaces the random energy by a potential $s$, often written $\Sigma$, which is the same on every site but in general depends on the electron energy. It is chosen so that a site with its actual random energy, embedded in the medium, does not scatter on average. This single-site condition is used for the electronic structure of substitutional alloys; here it is treated for scalar site energies and a given real $D$. In a lattice calculation $D$ depends on $s$ through the lattice Green function, and that self-consistency is the step left to be supplied.

## What the theorems say

`boxAverage w f` is the integral of $f$ over $[-w,w]$ divided by $2w$. `coherentPotential D w` is $D-1/g$, where $g$ is the box average of $1/(D-v)$; this is the condition $1/(D-s)=g$ solved for $s$. `siteT D s v` is the single-site t-matrix $(D-s)(v-s)/(D-v)$. All quantities are real numbers.

For $D>w>0$:

- `boxAverage_resolvent` gives $g=\log\!\big((D+w)/(D-w)\big)/(2w)$.
- `cpa_condition_iff` says that, for $s\ne D$, the averaged t-matrix vanishes exactly when $s$ is the coherent potential.
- `coherentPotential_box` gives the closed form and two strict bounds:

$$s=D-\frac{2w}{\log\frac{D+w}{D-w}},\qquad \frac{w^2}{3D}<s<\frac{Dw^2}{3D^2-2w^2}.$$

Finally, `coherentPotential_second_order` states that $D\,s\to w^2/3$ as $D\to\infty$ at fixed $w>0$. This identifies $w^2/(3D)$, the variance divided by $D$, as the leading term. It is the second-order value named at the start.

## From the scattering equation to the closed form

With the medium resolvent $G=1/(D-s)$, the t-matrix obeys $t=(v-s)+(v-s)Gt$. Solving for $t$,

$$t=\frac{v-s}{1-\frac{v-s}{D-s}}=\frac{(D-s)(v-s)}{D-v}.$$

Since $v-s=(D-s)-(D-v)$, this is $t=(D-s)^2/(D-v)-(D-s)$, and averaging gives

$$\langle t\rangle=(D-s)\big[(D-s)g-1\big].$$

For $s\neq D$ this vanishes exactly when $(D-s)g=1$, that is, when $s=D-1/g$.

The antiderivative of $1/(D-v)$ in $v$ is $-\log(D-v)$, so

$$g=\frac{\log(D+w)-\log(D-w)}{2w}=\frac{1}{2w}\log\frac{D+w}{D-w}>0.$$

Inserting $g$ yields the closed form for $s$.

## Two rational bounds on the logarithm

Put $x=w/D$, so $0<x<1$, and $L(x)=\log(1+x)-\log(1-x)$, which equals $\log\frac{D+w}{D-w}$. Its derivative is $L'=2/(1-x^2)$. Compare it with

$$A=\frac{6x}{3-x^2},\qquad B=2x+\frac{2x^3}{3(1-x^2)}.$$

Their derivatives are

$$A'=\frac{18+6x^2}{(3-x^2)^2},\qquad B'=2+\frac{2(3x^2-x^4)}{3(1-x^2)^2}.$$

Over common denominators, the lower powers of $x$ cancel:

$$L'-A'=\frac{8x^4}{(1-x^2)(3-x^2)^2},\qquad B'-L'=\frac{4x^4}{3(1-x^2)^2}.$$

Both are positive on $(0,1)$, and $A$, $B$ and $L$ all vanish at $0$. Hence $A<L<B$.

In these variables $s=D(1-2x/L)$. From $L>A$ follows $2x/L<1-x^2/3$, so $s>Dx^2/3=w^2/(3D)$. Writing $B=2x(3-2x^2)/\big(3(1-x^2)\big)$, the bound $L<B$ gives

$$\frac{2x}{L}>\frac{3(1-x^2)}{3-2x^2}=1-\frac{x^2}{3-2x^2},$$

so $s<Dx^2/(3-2x^2)=Dw^2/(3D^2-2w^2)$.

Multiplying both bounds by $D$,

$$\frac{w^2}{3}<D\,s<\frac{w^2}{3-2w^2/D^2},$$

and the right side tends to $w^2/3$ as $D$ grows.

## The edge of the box and the region below it

For $D=2$, $w=1$ the coherent potential is $2-2/\log 3\approx0.180$, between $1/6\approx0.167$ and $0.2$. At the other extreme, let $w$ approach $D$ from below at fixed $D$. The logarithm diverges and $s\to D$, as does the upper bound, while the second-order value tends to $D/3$. The estimate is then too small by a factor approaching three.

The condition $D>w$ can't be relaxed to $|D|>w$ in the lower bound. Take $D=-2$, $w=1$: the resolvent is still regular on the box, but $s=-2+2/\log3\approx-0.180$, which lies below $w^2/(3D)=-1/6$. Below the box, the inequality is reversed.

## The complete Lean source

```lean
import Mathlib

open Filter Topology

namespace BoxDisorderCPA

noncomputable section

/-- Average of `f` over a site energy distributed uniformly on `[-w, w]`, for `w > 0`. -/
def boxAverage (w : ℝ) (f : ℝ → ℝ) : ℝ := (∫ v in (-w)..w, f v) / (2 * w)

/-- Single-site t-matrix of a site energy `v` embedded in a medium of potential `s`, with inverse
cavity Green function `D`, for `s ≠ D` and `v ≠ D`. -/
def siteT (D s v : ℝ) : ℝ := (D - s) * (v - s) / (D - v)

/-- Coherent potential `s` of box disorder, for `D > w > 0`: the medium resolvent `1/(D - s)`
equals the average of the site resolvent `1/(D - v)`. -/
def coherentPotential (D w : ℝ) : ℝ := D - 1 / boxAverage w (fun v => 1 / (D - v))

/-- For `s ≠ D` and `v ≠ D` the single-site t-matrix solves the scattering equation
`t = (v - s) + (v - s) G t` with the medium resolvent `G = 1/(D - s)`. -/
theorem siteT_scattering {D s v : ℝ} (hs : s ≠ D) (hv : v ≠ D) :
    siteT D s v = (v - s) + (v - s) * (1 / (D - s)) * siteT D s v := by
  have h1 : D - s ≠ 0 := sub_ne_zero.mpr hs.symm
  have h2 : D - v ≠ 0 := sub_ne_zero.mpr hv.symm
  unfold siteT
  field_simp
  ring

/-- For `D > w > 0` the site resolvent is integrable over the box. -/
theorem resolvent_integrable {D w : ℝ} (hw : 0 < w) (hD : w < D) :
    IntervalIntegrable (fun v : ℝ => 1 / (D - v)) MeasureTheory.volume (-w) w := by
  apply ContinuousOn.intervalIntegrable
  refine ContinuousOn.div continuousOn_const (by fun_prop) ?_
  intro v hv
  rw [Set.uIcc_of_le (by linarith)] at hv
  have h := hv.2
  exact ne_of_gt (by linarith)

/-- For `D > w > 0` the box average of the site resolvent is `log((D + w)/(D - w))/(2w)`. -/
theorem boxAverage_resolvent {D w : ℝ} (hw : 0 < w) (hD : w < D) :
    boxAverage w (fun v => 1 / (D - v)) = Real.log ((D + w) / (D - w)) / (2 * w) := by
  -- the antiderivative is `-log (D - v)`
  have h : ∀ v ∈ Set.uIcc (-w) w,
      HasDerivAt (fun v : ℝ => -Real.log (D - v)) (1 / (D - v)) v := by
    intro v hv
    rw [Set.uIcc_of_le (by linarith)] at hv
    have h2 := hv.2
    have hne : D - v ≠ 0 := ne_of_gt (by linarith)
    exact (((hasDerivAt_id' v).const_sub D).log hne).fun_neg.congr_deriv (by ring)
  have h1 : D + w ≠ 0 := ne_of_gt (by linarith)
  have h2 : D - w ≠ 0 := ne_of_gt (by linarith)
  unfold boxAverage
  rw [intervalIntegral.integral_eq_sub_of_hasDerivAt h (resolvent_integrable hw hD),
    Real.log_div h1 h2]
  simp only [sub_neg_eq_add]
  ring

/-- For `D > w > 0` and `s ≠ D`, the averaged single-site t-matrix vanishes exactly when `s` is
the coherent potential. -/
theorem cpa_condition_iff {D w s : ℝ} (hw : 0 < w) (hD : w < D) (hs : s ≠ D) :
    boxAverage w (siteT D s) = 0 ↔ s = coherentPotential D w := by
  have h2w : 2 * w ≠ 0 := by positivity
  have hI : ∫ v in (-w)..w, siteT D s v
      = (D - s) ^ 2 * (∫ v in (-w)..w, 1 / (D - v)) - (D - s) * (2 * w) := by
    have hc : ∫ _v in (-w)..w, (D - s) = (D - s) * (2 * w) := by
      rw [intervalIntegral.integral_const, smul_eq_mul]
      ring
    rw [← intervalIntegral.integral_const_mul, ← hc, ← intervalIntegral.integral_sub
      ((resolvent_integrable hw hD).const_mul _) intervalIntegrable_const]
    apply intervalIntegral.integral_congr
    intro v hv
    rw [Set.uIcc_of_le (by linarith)] at hv
    have h2 := hv.2
    have hne : D - v ≠ 0 := ne_of_gt (by linarith)
    simp only [siteT]
    rw [mul_one_div, eq_sub_iff_add_eq, div_add' _ _ _ hne]
    congr 1
    ring
  -- the averaged t-matrix in terms of the averaged resolvent
  have key : boxAverage w (siteT D s)
      = (D - s) * ((D - s) * boxAverage w (fun v => 1 / (D - v)) - 1) := by
    unfold boxAverage
    rw [hI, sub_div, mul_div_cancel_right₀ _ h2w]
    ring
  have hg : 0 < boxAverage w (fun v => 1 / (D - v)) := by
    rw [boxAverage_resolvent hw hD]
    refine div_pos (Real.log_pos ?_) (by positivity)
    rw [one_lt_div (by linarith)]
    linarith
  rw [key]
  unfold coherentPotential
  generalize boxAverage w (fun v => 1 / (D - v)) = g at hg ⊢
  constructor
  · intro h
    have h1 := (mul_eq_zero.mp h).resolve_left (sub_ne_zero.mpr hs.symm)
    have h3 : D - s = 1 / g := by
      rw [eq_div_iff hg.ne']
      linarith
    linarith
  · intro h
    have h3 : D - s = 1 / g := by linarith
    have h4 : (D - s) * g = 1 := by
      rw [h3]
      exact one_div_mul_cancel hg.ne'
    rw [h4]
    ring

/-- A function that vanishes at `0`, is differentiable on `[0, 1)` and has positive slope on
`(0, 1)` is positive on `(0, 1)`. -/
theorem pos_of_slope_pos {f f' : ℝ → ℝ} (h0 : f 0 = 0)
    (hf : ∀ x, 0 ≤ x → x < 1 → HasDerivAt f (f' x) x)
    (hp : ∀ x, 0 < x → x < 1 → 0 < f' x) {x : ℝ} (hx : 0 < x) (hx1 : x < 1) : 0 < f x := by
  have hm : StrictMonoOn f (Set.Ico 0 1) := by
    apply strictMonoOn_of_deriv_pos (convex_Ico 0 1)
    · intro y hy
      exact (hf y hy.1 hy.2).continuousAt.continuousWithinAt
    · intro y hy
      rw [interior_Ico] at hy
      rw [(hf y hy.1.le hy.2).deriv]
      exact hp y hy.1 hy.2
  have h := hm ⟨le_rfl, one_pos⟩ ⟨hx.le, hx1⟩ hx
  rwa [h0] at h

/-- Rational lower and upper bounds on `log(1 + x) - log(1 - x)`, for `0 < x < 1`. -/
theorem log_bounds {x : ℝ} (hx : 0 < x) (hx1 : x < 1) :
    6 * x / (3 - x ^ 2) < Real.log (1 + x) - Real.log (1 - x) ∧
    Real.log (1 + x) - Real.log (1 - x) < 2 * x + 2 * x ^ 3 / (3 * (1 - x ^ 2)) := by
  have hl : ∀ y : ℝ, 0 ≤ y → y < 1 →
      HasDerivAt (fun y : ℝ => Real.log (1 + y) - Real.log (1 - y)) (2 / (1 - y ^ 2)) y := by
    intro y hy hy1
    have h1 : 1 + y ≠ 0 := ne_of_gt (by linarith)
    have h2 : 1 - y ≠ 0 := ne_of_gt (by linarith)
    refine ((((hasDerivAt_id' y).const_add 1).log h1).fun_sub
      (((hasDerivAt_id' y).const_sub 1).log h2)).congr_deriv ?_
    rw [show 1 - y ^ 2 = (1 + y) * (1 - y) by ring]
    field_simp
    ring
  have hsq : ∀ y : ℝ, 0 ≤ y → y < 1 → 0 < 1 - y ^ 2 := fun y hy hy1 => by nlinarith
  have hd : ∀ c y : ℝ, HasDerivAt (fun y : ℝ => c - y ^ 2) (-(2 * y)) y := fun c y =>
    ((hasDerivAt_pow 2 y).const_sub c).congr_deriv (by norm_num)
  constructor
  · have h := pos_of_slope_pos
      (f := fun y => Real.log (1 + y) - Real.log (1 - y) - 6 * y / (3 - y ^ 2))
      (f' := fun y => 8 * y ^ 4 / ((1 - y ^ 2) * (3 - y ^ 2) ^ 2)) (by simp)
      (fun y hy hy1 => by
        have h1 : 1 - y ^ 2 ≠ 0 := (hsq y hy hy1).ne'
        have h3 : 3 - y ^ 2 ≠ 0 := ne_of_gt (by linarith [hsq y hy hy1])
        refine ((hl y hy hy1).fun_sub
          (((hasDerivAt_id' y).const_mul 6).fun_div (hd 3 y) h3)).congr_deriv ?_
        field_simp
        ring)
      (fun y hy hy1 => by
        have h1 := hsq y hy.le hy1
        have h3 : 0 < 3 - y ^ 2 := by linarith
        exact div_pos (by positivity) (mul_pos h1 (pow_pos h3 2))) hx hx1
    exact sub_pos.mp h
  · have h := pos_of_slope_pos
      (f := fun y => 2 * y + 2 * y ^ 3 / (3 * (1 - y ^ 2))
        - (Real.log (1 + y) - Real.log (1 - y)))
      (f' := fun y => 4 * y ^ 4 / (3 * (1 - y ^ 2) ^ 2)) (by simp)
      (fun y hy hy1 => by
        have h1 : 1 - y ^ 2 ≠ 0 := (hsq y hy hy1).ne'
        have hc : HasDerivAt (fun y : ℝ => 2 * y ^ 3) (2 * (3 * y ^ 2)) y :=
          ((hasDerivAt_pow 3 y).const_mul 2).congr_deriv (by norm_num)
        refine ((((hasDerivAt_id' y).const_mul 2).fun_add
          (hc.fun_div ((hd 1 y).const_mul 3) (mul_ne_zero three_ne_zero h1))).fun_sub
          (hl y hy hy1)).congr_deriv ?_
        field_simp
        ring)
      (fun y hy hy1 => div_pos (by positivity)
        (mul_pos three_pos (pow_pos (hsq y hy.le hy1) 2))) hx hx1
    exact sub_pos.mp h

/-- For `D > w > 0` the coherent potential of box disorder is `D - 2w/log((D + w)/(D - w))`; it
strictly exceeds `w²/(3D)` and lies strictly below `D w²/(3D² - 2w²)`. -/
theorem coherentPotential_box {D w : ℝ} (hw : 0 < w) (hD : w < D) :
    coherentPotential D w = D - 2 * w / Real.log ((D + w) / (D - w)) ∧
    w ^ 2 / (3 * D) < coherentPotential D w ∧
    coherentPotential D w < D * w ^ 2 / (3 * D ^ 2 - 2 * w ^ 2) := by
  have hD0 : 0 < D := hw.trans hD
  have hform : coherentPotential D w = D - 2 * w / Real.log ((D + w) / (D - w)) := by
    unfold coherentPotential
    rw [boxAverage_resolvent hw hD, one_div_div]
  have hx : 0 < w / D := div_pos hw hD0
  have hx1 : w / D < 1 := (div_lt_one hD0).mpr hD
  have hq : 0 < D ^ 2 - w ^ 2 := by nlinarith
  have hq2 : 0 < 3 * D ^ 2 - 2 * w ^ 2 := by nlinarith
  have hq3 : 0 < 3 * D ^ 2 - w ^ 2 := by nlinarith
  -- the logarithm depends only on the reduced strength `w / D`
  have hlog : Real.log ((D + w) / (D - w))
      = Real.log (1 + w / D) - Real.log (1 - w / D) := by
    rw [← Real.log_div (ne_of_gt (by linarith)) (ne_of_gt (by linarith))]
    congr 1
    rw [show 1 + w / D = (D + w) / D by rw [add_div, div_self hD0.ne'],
      show 1 - w / D = (D - w) / D by rw [sub_div, div_self hD0.ne'],
      div_div_div_cancel_right₀ hD0.ne']
  obtain ⟨hlo, hup⟩ := log_bounds hx hx1
  rw [← hlog] at hlo hup
  have e1 : 6 * (w / D) / (3 - (w / D) ^ 2) = 6 * D * w / (3 * D ^ 2 - w ^ 2) := by
    rw [show 3 - (w / D) ^ 2 = (3 * D ^ 2 - w ^ 2) / D ^ 2 by field_simp,
      div_div_eq_mul_div]
    congr 1
    field_simp
  have e2 : 2 * (w / D) + 2 * (w / D) ^ 3 / (3 * (1 - (w / D) ^ 2))
      = 2 * w * (3 * D ^ 2 - 2 * w ^ 2) / (3 * D * (D ^ 2 - w ^ 2)) := by
    have hqn := hq.ne'
    rw [show 1 - (w / D) ^ 2 = (D ^ 2 - w ^ 2) / D ^ 2 by field_simp]
    field_simp
    ring
  rw [e1] at hlo
  rw [e2] at hup
  have hL : 0 < Real.log ((D + w) / (D - w)) := lt_trans (by positivity) hlo
  rw [div_lt_iff₀ hq3] at hlo
  rw [lt_div_iff₀ (by positivity)] at hup
  refine ⟨hform, ?_, ?_⟩
  · have h : 2 * w / Real.log ((D + w) / (D - w)) < (3 * D ^ 2 - w ^ 2) / (3 * D) := by
      rw [div_lt_div_iff₀ hL (by positivity)]
      linarith
    have e : (3 * D ^ 2 - w ^ 2) / (3 * D) = D - w ^ 2 / (3 * D) := by
      rw [eq_sub_iff_add_eq, ← add_div, div_eq_iff (by positivity)]
      ring
    rw [hform]
    linarith
  · have h : 3 * D * (D ^ 2 - w ^ 2) / (3 * D ^ 2 - 2 * w ^ 2)
        < 2 * w / Real.log ((D + w) / (D - w)) := by
      rw [div_lt_div_iff₀ hq2 hL]
      linarith
    have e : 3 * D * (D ^ 2 - w ^ 2) / (3 * D ^ 2 - 2 * w ^ 2)
        = D - D * w ^ 2 / (3 * D ^ 2 - 2 * w ^ 2) := by
      rw [eq_sub_iff_add_eq, ← add_div, div_eq_iff hq2.ne']
      ring
    rw [hform]
    linarith

/-- At fixed box half-width `w > 0`, the product of `D` and the coherent potential tends to the
variance `w²/3` of the site energies as `D` grows. -/
theorem coherentPotential_second_order {w : ℝ} (hw : 0 < w) :
    Tendsto (fun D => D * coherentPotential D w) atTop (𝓝 (w ^ 2 / 3)) := by
  have h0 : Tendsto (fun D : ℝ => 2 * w ^ 2 / D ^ 2) atTop (𝓝 0) :=
    tendsto_const_nhds.div_atTop (tendsto_pow_atTop two_ne_zero)
  have hU : Tendsto (fun D : ℝ => w ^ 2 / (3 - 2 * w ^ 2 / D ^ 2)) atTop
      (𝓝 (w ^ 2 / (3 - 0))) :=
    Tendsto.div tendsto_const_nhds (tendsto_const_nhds.sub h0) (by norm_num)
  rw [sub_zero] at hU
  -- squeeze between the two bounds on the coherent potential
  refine tendsto_of_tendsto_of_tendsto_of_le_of_le' tendsto_const_nhds hU ?_ ?_
  · filter_upwards [eventually_gt_atTop w] with D hD
    have hD0 : 0 < D := hw.trans hD
    have h := (coherentPotential_box hw hD).2.1
    rw [div_lt_iff₀ (by positivity)] at h
    linarith
  · filter_upwards [eventually_gt_atTop w] with D hD
    have hD0 : 0 < D := hw.trans hD
    have e : w ^ 2 / (3 - 2 * w ^ 2 / D ^ 2)
        = D * (D * w ^ 2 / (3 * D ^ 2 - 2 * w ^ 2)) := by
      rw [show 3 - 2 * w ^ 2 / D ^ 2 = (3 * D ^ 2 - 2 * w ^ 2) / D ^ 2 by field_simp,
        div_div_eq_mul_div]
      ring
    rw [e]
    exact mul_le_mul_of_nonneg_left (coherentPotential_box hw hD).2.2.le hD0.le

end

end BoxDisorderCPA
```

```lean
#print axioms BoxDisorderCPA.siteT_scattering
#print axioms BoxDisorderCPA.cpa_condition_iff
#print axioms BoxDisorderCPA.coherentPotential_box
#print axioms BoxDisorderCPA.coherentPotential_second_order
```

```
'BoxDisorderCPA.siteT_scattering' depends on axioms: [propext, Classical.choice, Quot.sound]
'BoxDisorderCPA.cpa_condition_iff' depends on axioms: [propext, Classical.choice, Quot.sound]
'BoxDisorderCPA.coherentPotential_box' depends on axioms: [propext, Classical.choice, Quot.sound]
'BoxDisorderCPA.coherentPotential_second_order' depends on axioms: [propext, Classical.choice, Quot.sound]
```

## How Lean checks the integrals and the bounds

`siteT_scattering` verifies the scattering equation by clearing the two nonzero denominators with `field_simp` and comparing polynomials with `ring`. `resolvent_integrable` obtains integrability from continuity on the closed box, where $D-v>0$. `boxAverage_resolvent` then applies the fundamental theorem of calculus to $-\log(D-v)$.

In `cpa_condition_iff`, the step `hI` integrates the split form of $t$, and `key` is the factored expression for $\langle t\rangle$. The fact `hg` supplies $g>0$. After that the average is replaced by a plain positive number $g$, and both directions are elementary algebra.

`pos_of_slope_pos` carries the comparison argument: a function that is differentiable on $[0,1)$, vanishes at $0$ and has positive slope on $(0,1)$ is strictly increasing on $[0,1)$, hence positive inside. `log_bounds` uses it twice, for $L-A$ and $B-L$. The supplied functions `f'` are the two quotients with $x^4$ found above, and `field_simp` followed by `ring` confirms that they are the derivatives.

`coherentPotential_box` translates back from $x$ to $w/D$. Here `hlog` rewrites the logarithm, while `e1` and `e2` rewrite $A$ and $B$ in terms of $D$ and $w$. The lower bound on the logarithm also shows that it is positive, which permits the inequalities to be inverted with `div_lt_div_iff₀`.

`coherentPotential_second_order` squeezes $D\,s$ between the constant $w^2/3$ and the upper expression. The bounds are needed only for large $D$, so `filter_upwards` restricts attention to $D>w$.
